# Measured relative to the centre of mass, the mean kinetic energy of a particle with uncorrelated thermal velocity is smaller by the factor 1 − mᵢ/M

The lemma `mean_relative_particle` concerns finitely many particles of positive mass in d dimensions, with averages taken over a finite probability space. The velocities of distinct particles are assumed to have mean inner product zero, and particle i to have mean square velocity dT/mᵢ, with T in energy units. The lemma states that mᵢ⟨|vᵢ − V|²⟩ = (1 − mᵢ/M) dT, where V is the centre-of-mass velocity and M the total mass; the left side is twice the mean kinetic energy of particle i relative to the centre of mass. The proof expands the square under the average, puts in the known values of ⟨|vᵢ|²⟩, ⟨vᵢ·V⟩ and ⟨|V|²⟩, and finishes by algebra.

As first written in Lean, the proof fails:

```lean
import Mathlib

open Finset

namespace MeanRelativeParticle

noncomputable section

/-- A finite probability space: nonnegative weights that sum to one. -/
structure Ensemble (Ω : Type*) [Fintype Ω] where
  prob : Ω → ℝ
  prob_nonneg : ∀ ω, 0 ≤ prob ω
  prob_sum : ∑ ω, prob ω = 1

variable {Ω : Type*} [Fintype Ω] {n d : ℕ}

/-- The ensemble average of a real observable. -/
def Ensemble.mean (P : Ensemble Ω) (f : Ω → ℝ) : ℝ := ∑ ω, P.prob ω * f ω

/-- The total mass of the particles. -/
def totalMass (m : Fin n → ℝ) : ℝ := ∑ i, m i

/-- The centre-of-mass velocity, defined for nonzero total mass. -/
def comVelocity (m : Fin n → ℝ) (v : Fin n → EuclideanSpace ℝ (Fin d)) :
    EuclideanSpace ℝ (Fin d) :=
  (totalMass m)⁻¹ • ∑ i, m i • v i

/-- Thermal velocities at temperature `T` (in energy units), for nonzero masses: distinct particles
have velocities with mean inner product zero, and particle `i` has mean square velocity `d T / m i`.
-/
structure IsThermal (P : Ensemble Ω) (m : Fin n → ℝ) (T : ℝ)
    (v : Ω → Fin n → EuclideanSpace ℝ (Fin d)) : Prop where
  uncorrelated : ∀ i j, i ≠ j → P.mean (fun ω => inner ℝ (v ω i) (v ω j)) = 0
  equipartition : ∀ i, P.mean (fun ω => ‖v ω i‖ ^ 2) = d * T / m i

/-- The ensemble average of a linear combination of observables is the same linear
combination of their averages. -/
theorem Ensemble.mean_linear (P : Ensemble Ω) (c : ℝ) (a : Fin n → ℝ)
    (f : Fin n → Ω → ℝ) :
    P.mean (fun ω => c * ∑ j, a j * f j ω) = c * ∑ j, a j * P.mean (f j) := by
  unfold Ensemble.mean
  simp only [Finset.mul_sum]
  rw [Finset.sum_comm]
  exact Finset.sum_congr rfl fun j _ => Finset.sum_congr rfl fun ω _ => by ring

/-- For nonzero total mass, the inner product of a vector `w` with the centre-of-mass velocity is
the mass-weighted mean of its inner products with the particle velocities. -/
theorem inner_comVelocity (m : Fin n → ℝ) (v : Fin n → EuclideanSpace ℝ (Fin d))
    (w : EuclideanSpace ℝ (Fin d)) :
    inner ℝ w (comVelocity m v) = (totalMass m)⁻¹ * ∑ j, m j * inner ℝ w (v j) := by
  simp only [comVelocity, inner_smul_right, inner_sum]

/-- For positive masses with thermal velocities, each particle's velocity has the same mean inner
product `d T / M` with the centre-of-mass velocity, where `M` is the total mass. -/
theorem mean_inner_comVelocity {P : Ensemble Ω} {m : Fin n → ℝ} {T : ℝ}
    {v : Ω → Fin n → EuclideanSpace ℝ (Fin d)} (hm : ∀ i, 0 < m i)
    (h : IsThermal P m T v) (i : Fin n) :
    P.mean (fun ω => inner ℝ (v ω i) (comVelocity m (v ω))) = d * T / totalMass m := by
  simp only [inner_comVelocity]
  rw [P.mean_linear (totalMass m)⁻¹ m (fun j ω => inner ℝ (v ω i) (v ω j))]
  -- only the particle's correlation with itself survives
  rw [Finset.sum_eq_single i
    (fun j _ hj => by rw [h.uncorrelated i j hj.symm, mul_zero]) (by simp)]
  simp only [real_inner_self_eq_norm_sq]
  rw [h.equipartition i, mul_div_cancel₀ _ (hm i).ne']
  ring

/-- For at least one particle, positive masses and thermal velocities, the total mass times the mean
square of the centre-of-mass velocity is `d T`. -/
theorem mean_comVelocity_sq {P : Ensemble Ω} {m : Fin n → ℝ} {T : ℝ}
    {v : Ω → Fin n → EuclideanSpace ℝ (Fin d)} (hn : 0 < n) (hm : ∀ i, 0 < m i)
    (h : IsThermal P m T v) :
    totalMass m * P.mean (fun ω => ‖comVelocity m (v ω)‖ ^ 2) = d * T := by
  have hM : totalMass m ≠ 0 :=
    (Finset.sum_pos (fun i _ => hm i) ⟨⟨0, hn⟩, Finset.mem_univ _⟩).ne'
  have e : (fun ω => ‖comVelocity m (v ω)‖ ^ 2) = fun ω =>
      (totalMass m)⁻¹ * ∑ j, m j * inner ℝ (v ω j) (comVelocity m (v ω)) := by
    funext ω
    rw [← real_inner_self_eq_norm_sq, inner_comVelocity m (v ω) (comVelocity m (v ω))]
    congr 1
    exact Finset.sum_congr rfl fun j _ => by rw [real_inner_comm]
  rw [e, P.mean_linear (totalMass m)⁻¹ m
    (fun j ω => inner ℝ (v ω j) (comVelocity m (v ω)))]
  simp only [mean_inner_comVelocity hm h]
  rw [← Finset.sum_mul, ← mul_assoc, mul_inv_cancel₀ hM, one_mul]
  exact mul_div_cancel₀ _ hM

/-- For positive masses with thermal velocities, twice the mean kinetic energy of particle `i`
relative to the centre of mass is `(1 - m i / M) d T`, where `M` is the total mass. -/
theorem mean_relative_particle {P : Ensemble Ω} {m : Fin n → ℝ} {T : ℝ}
    {v : Ω → Fin n → EuclideanSpace ℝ (Fin d)} (hm : ∀ i, 0 < m i)
    (h : IsThermal P m T v) (i : Fin n) :
    m i * P.mean (fun ω => ‖v ω i - comVelocity m (v ω)‖ ^ 2)
      = (1 - m i / totalMass m) * (d * T) := by
  have hM : totalMass m ≠ 0 :=
    (Finset.sum_pos (fun i _ => hm i) ⟨i, Finset.mem_univ _⟩).ne'
  have hV : P.mean (fun ω => ‖comVelocity m (v ω)‖ ^ 2) = d * T / totalMass m := by
    rw [eq_div_iff hM, mul_comm]
    exact mean_comVelocity_sq i.pos hm h
  -- expand the square under the average
  have e : P.mean (fun ω => ‖v ω i - comVelocity m (v ω)‖ ^ 2)
      = P.mean (fun ω => ‖v ω i‖ ^ 2)
        - 2 * P.mean (fun ω => inner ℝ (v ω i) (comVelocity m (v ω)))
        + P.mean (fun ω => ‖comVelocity m (v ω)‖ ^ 2) := by
    unfold Ensemble.mean
    rw [Finset.mul_sum, ← Finset.sum_sub_distrib, ← Finset.sum_add_distrib]
    exact Finset.sum_congr rfl fun ω _ => by rw [norm_sub_sq_real]; ring
  have h1 : m i * (d * T / m i) = d * T := mul_div_cancel₀ _ (hm i).ne'
  rw [e, h.equipartition i, mean_inner_comVelocity hm h i, hV]
  linear_combination h1

end

end MeanRelativeParticle
```

The compiler's answer:

```
Main.lean:107:49: error: Tactic `rewrite` failed: Did not find an occurrence of the pattern
  ‖?x - ?y‖ ^ 2
in the target expression
  P.prob ω * (fun ω => ‖v ω i - comVelocity m (v ω)‖ ^ 2) ω =
    P.prob ω * (fun ω => ‖v ω i‖ ^ 2) ω - 2 * (P.prob ω * (fun ω => inner ℝ (v ω i) (comVelocity m (v ω))) ω) +
      P.prob ω * (fun ω => ‖comVelocity m (v ω)‖ ^ 2) ω

Ω : Type u_1
inst✝ : Fintype Ω
n d : ℕ
P : Ensemble Ω
m : Fin n → ℝ
T : ℝ
v : Ω → Fin n → EuclideanSpace ℝ (Fin d)
hm : ∀ (i : Fin n), 0 < m i
h : IsThermal P m T v
i : Fin n
hM : totalMass m ≠ 0
hV : (P.mean fun ω => ‖comVelocity m (v ω)‖ ^ 2) = ↑d * T / totalMass m
ω : Ω
x✝ : ω ∈ univ
⊢ P.prob ω * (fun ω => ‖v ω i - comVelocity m (v ω)‖ ^ 2) ω =
    P.prob ω * (fun ω => ‖v ω i‖ ^ 2) ω - 2 * (P.prob ω * (fun ω => inner ℝ (v ω i) (comVelocity m (v ω))) ω) +
      P.prob ω * (fun ω => ‖comVelocity m (v ω)‖ ^ 2) ω
```

As a diff, the version that Lean accepts:

```diff
@@ -105,5 +105,5 @@
     unfold Ensemble.mean
     rw [Finset.mul_sum, ← Finset.sum_sub_distrib, ← Finset.sum_add_distrib]
-    exact Finset.sum_congr rfl fun ω _ => by rw [norm_sub_sq_real]; ring
+    exact Finset.sum_congr rfl fun ω _ => by beta_reduce; rw [norm_sub_sq_real]; ring
   have h1 : m i * (d * T / m i) = d * T := mul_div_cancel₀ _ (hm i).ne'
   rw [e, h.equipartition i, mean_inner_comVelocity hm h i, hV]
```

What went wrong. The error arises where the square is expanded, outcome by outcome. After `unfold Ensemble.mean`, each observable is still a function applied to `ω`, as the goal in the message shows: `(fun ω => ‖v ω i - comVelocity m (v ω)‖ ^ 2) ω`. This equals the squared norm by definition, but the application has not been carried out.

The rewrite with `norm_sub_sq_real` looks for a term of the form `‖?x - ?y‖ ^ 2`. The only such square stands inside the `fun`, where it depends on the bound variable, and `rw` cannot rewrite there. The whole expression is an application of a `fun`, not visibly a power, so it is not matched either. Hence Lean reports that it did not find the pattern.

The diff adds `beta_reduce` before the rewrite. This carries out the applications, leaving `‖v ω i - comVelocity m (v ω)‖ ^ 2` in the open with the actual `ω`. The rewrite then finds its pattern, and `ring` closes the remaining identity.
